# Singlet–triplet splitting of two electrons in two equivalent orbitals: closed form, second-order error and sign

The second-order formula for the exchange coupling of two unpaired electrons can place the singlet below the triplet when the very model it approximates has them the other way round. For two electrons in two equivalent orthogonal orbitals, the file below gives in closed form the splitting between the triplet and the lower of the two singlets that hopping couples, bounds the error of the second-order formula and shows where its sign is wrong.

In Lean 4 with Mathlib:

```lean
import Mathlib

open Matrix

namespace SingletTripletSplitting

noncomputable section

/-- Hamiltonian of two electrons with opposite spins in localized orbitals `a`, `b`, in the basis
`ab, ba, aa, bb` (spin-up electron first). The hopping is `d / 2`, the exchange integral `K`, and
`U` is the extra repulsion of a doubly occupied orbital. -/
def pairHamiltonian (U K d : ℝ) : Matrix (Fin 4) (Fin 4) ℝ :=
  !![0, K, d / 2, d / 2; K, 0, d / 2, d / 2; d / 2, d / 2, U, K; d / 2, d / 2, K, U]

/-- The (unnormalized) triplet combination `ab - ba`. -/
def tripletState : Fin 4 → ℝ := ![1, -1, 0, 0]

/-- The singlet with amplitude `v 0` on `ab + ba` and `v 1` on `aa + bb`. -/
def singletState (v : Fin 2 → ℝ) : Fin 4 → ℝ := ![v 0, v 0, v 1, v 1]

/-- The block coupling the covalent singlet to the symmetric ionic singlet. -/
def singletBlock (U K d : ℝ) : Matrix (Fin 2) (Fin 2) ℝ := !![K, d; d, U + K]

/-- The energy levels of a two-state Hamiltonian: its eigenvalues with nonzero eigenvectors. -/
def levels (M : Matrix (Fin 2) (Fin 2) ℝ) : Set ℝ := {E | ∃ v, v ≠ 0 ∧ M *ᵥ v = E • v}

/-- The energy `(√(U² + 4d²) - U) / 2`, called the superexchange stabilization. -/
def superexchange (U d : ℝ) : ℝ := (√(U ^ 2 + 4 * d ^ 2) - U) / 2

/-- The triplet combination is an eigenstate of the pair Hamiltonian exactly for the
energy `-K`. -/
theorem triplet_level (U K d E : ℝ) :
    pairHamiltonian U K d *ᵥ tripletState = E • tripletState ↔ E = -K := by
  constructor
  · intro h
    have h0 := congrFun h 0
    simp [pairHamiltonian, tripletState, Matrix.mulVec, dotProduct, Fin.sum_univ_four] at h0
    linarith
  · rintro rfl
    ext i
    fin_cases i <;>
      simp [pairHamiltonian, tripletState, Matrix.mulVec, dotProduct, Fin.sum_univ_four]

/-- On the symmetric singlets the pair Hamiltonian acts as the two-by-two singlet block. -/
theorem singlet_reduction (U K d : ℝ) (v : Fin 2 → ℝ) :
    pairHamiltonian U K d *ᵥ singletState v = singletState (singletBlock U K d *ᵥ v) := by
  ext i
  fin_cases i <;>
    simp [pairHamiltonian, singletState, singletBlock, Matrix.mulVec, dotProduct,
      Fin.sum_univ_four, Fin.sum_univ_two] <;> ring

/-- The eigenvalue equation of the singlet block, written out in components. -/
theorem block_eigen_iff (U K d E : ℝ) (v : Fin 2 → ℝ) :
    singletBlock U K d *ᵥ v = E • v ↔
      K * v 0 + d * v 1 = E * v 0 ∧ d * v 0 + (U + K) * v 1 = E * v 1 := by
  simp [funext_iff, Fin.forall_fin_two, singletBlock, dotProduct, Fin.sum_univ_two]

/-- The superexchange stabilization `s` is nonnegative and solves `s² + U s = d²`. -/
theorem superexchange_root (U d : ℝ) :
    0 ≤ superexchange U d ∧ superexchange U d ^ 2 + U * superexchange U d = d ^ 2 := by
  have hs := Real.sq_sqrt (show 0 ≤ U ^ 2 + 4 * d ^ 2 by positivity)
  have hle : U ≤ √(U ^ 2 + 4 * d ^ 2) := Real.le_sqrt_of_sq_le (by nlinarith [sq_nonneg d])
  unfold superexchange
  constructor
  · linarith
  · linear_combination hs / 4

/-- The lowest level of the singlet block is `K` minus the superexchange stabilization. -/
theorem singlet_ground {U : ℝ} (hU : 0 < U) (K d : ℝ) :
    IsLeast (levels (singletBlock U K d)) (K - superexchange U d) := by
  obtain ⟨h0, hq⟩ := superexchange_root U d
  generalize superexchange U d = s at *
  constructor
  · -- an explicit eigenvector
    refine ⟨![-(U + s), d], ?_, (block_eigen_iff _ _ _ _ _).2 ⟨?_, ?_⟩⟩
    · intro h
      have h1 : -(U + s) = 0 := congrFun h 0
      linarith
    · show K * -(U + s) + d * d = (K - s) * -(U + s)
      linear_combination -hq
    · show d * -(U + s) + (U + K) * d = (K - s) * d
      ring
  · -- below this energy the secular determinant is positive, so the eigenvector vanishes
    rintro E ⟨v, hv, hE⟩
    obtain ⟨h1, h2⟩ := (block_eigen_iff _ _ _ _ _).1 hE
    by_contra hlt
    have hlt' : E < K - s := not_le.1 hlt
    have hm := mul_pos (show 0 < K - E - s by linarith) (show 0 < U + (K - E) + s by linarith)
    have hpos : 0 < (K - E) * (U + (K - E)) - d ^ 2 := by nlinarith [hm, hq]
    have e0 : ((K - E) * (U + (K - E)) - d ^ 2) * v 0 = 0 := by
      linear_combination (U + K - E) * h1 - d * h2
    have e1 : ((K - E) * (U + (K - E)) - d ^ 2) * v 1 = 0 := by
      linear_combination (K - E) * h2 - d * h1
    have v0 : v 0 = 0 := (mul_eq_zero.1 e0).resolve_left hpos.ne'
    have v1 : v 1 = 0 := (mul_eq_zero.1 e1).resolve_left hpos.ne'
    apply hv
    ext i
    fin_cases i
    · exact v0
    · exact v1

/-- The superexchange stabilization lies above (below) an energy `c ≥ 0` exactly when `d²` lies
above (below) `c (U + c)`. -/
theorem superexchange_compare {U c : ℝ} (hU : 0 < U) (hc : 0 ≤ c) (d : ℝ) :
    (c < superexchange U d ↔ c * (U + c) < d ^ 2) ∧
      (superexchange U d < c ↔ d ^ 2 < c * (U + c)) := by
  obtain ⟨h0, hq⟩ := superexchange_root U d
  generalize superexchange U d = s at *
  have hp : 0 < s + c + U := by linarith
  have key : d ^ 2 - c * (U + c) = (s - c) * (s + c + U) := by linear_combination -hq
  refine ⟨⟨fun h => ?_, fun h => ?_⟩, ⟨fun h => ?_, fun h => ?_⟩⟩
  · have := mul_pos (sub_pos.2 h) hp
    linarith
  · by_contra hn
    have := mul_nonneg (sub_nonneg.2 (not_lt.1 hn)) hp.le
    nlinarith
  · have := mul_pos (sub_pos.2 h) hp
    nlinarith
  · by_contra hn
    have := mul_nonneg (sub_nonneg.2 (not_lt.1 hn)) hp.le
    linarith

/-- Second-order perturbation theory, `d²/U`, overestimates the superexchange stabilization by at
most `d⁴/U³` and by at least `d⁴/U³ - 2d⁶/U⁵`. -/
theorem superexchange_bounds {U : ℝ} (hU : 0 < U) (d : ℝ) :
    superexchange U d ≤ d ^ 2 / U ∧ d ^ 2 / U - superexchange U d ≤ d ^ 4 / U ^ 3 ∧
      d ^ 4 / U ^ 3 - 2 * (d ^ 6 / U ^ 5) ≤ d ^ 2 / U - superexchange U d := by
  obtain ⟨h0, hq⟩ := superexchange_root U d
  generalize superexchange U d = s at *
  -- the error of perturbation theory is exactly `s² / U`
  have e : d ^ 2 / U - s = s ^ 2 / U := by
    rw [eq_div_iff hU.ne', sub_mul, div_mul_cancel₀ _ hU.ne']
    linarith
  have h4 : d ^ 4 / U ^ 3 = (d ^ 2 / U) ^ 2 / U := by field_simp
  have h6 : d ^ 6 / U ^ 5 = (d ^ 2 / U) ^ 3 / U ^ 2 := by field_simp
  have ha : 0 ≤ d ^ 2 / U := by positivity
  rw [h4, h6]
  generalize d ^ 2 / U = a at *
  have hle : s ≤ a := by
    have : 0 ≤ s ^ 2 / U := by positivity
    linarith
  have hup : a - s ≤ a ^ 2 / U := by
    rw [e]
    gcongr
  refine ⟨hle, hup, ?_⟩
  have k : a ^ 2 - 2 * a * (a ^ 2 / U) ≤ s ^ 2 := by
    nlinarith [sq_nonneg (s - a), mul_le_mul_of_nonneg_left hup ha]
  calc a ^ 2 / U - 2 * (a ^ 3 / U ^ 2) = (a ^ 2 - 2 * a * (a ^ 2 / U)) / U := by ring
    _ ≤ s ^ 2 / U := by gcongr
    _ = a - s := e.symm

/-- The exact splitting between the triplet and the lowest level of the singlet block: its closed
form, the bounds `0` and `d⁴/U³` on how far it lies below the Hay-Thibeault-Hoffmann value `-2K +
d²/U`, and the condition for the splitting to be positive. -/
theorem singlet_triplet_splitting {U K d ET ES : ℝ} (hU : 0 < U) (hK : 0 ≤ K)
    (hT : pairHamiltonian U K d *ᵥ tripletState = ET • tripletState)
    (hS : IsLeast (levels (singletBlock U K d)) ES) :
    ET - ES = -2 * K + (√(U ^ 2 + 4 * d ^ 2) - U) / 2 ∧
      ET - ES ≤ -2 * K + d ^ 2 / U ∧
      (-2 * K + d ^ 2 / U) - (ET - ES) ≤ d ^ 4 / U ^ 3 ∧
      (0 < ET - ES ↔ 2 * K * (U + 2 * K) < d ^ 2) := by
  have h1 : ET = -K := (triplet_level U K d ET).1 hT
  have h2 : ES = K - superexchange U d := hS.unique (singlet_ground hU K d)
  have h3 : ET - ES = -2 * K + superexchange U d := by rw [h1, h2]; ring
  obtain ⟨b1, b2, -⟩ := superexchange_bounds hU d
  refine ⟨h3, by linarith, by linarith, ?_⟩
  rw [h3, ← (superexchange_compare hU (show 0 ≤ 2 * K by linarith) d).1]
  constructor <;> intro h <;> linarith

/-- For `2KU < d² < 2K(U + 2K)` the Hay-Thibeault-Hoffmann value is positive while the exact
splitting is negative. -/
theorem perturbative_sign_failure {U K d ET ES : ℝ} (hU : 0 < U) (hK : 0 ≤ K)
    (hT : pairHamiltonian U K d *ᵥ tripletState = ET • tripletState)
    (hS : IsLeast (levels (singletBlock U K d)) ES)
    (hlow : 2 * K * U < d ^ 2) (hhigh : d ^ 2 < 2 * K * (U + 2 * K)) :
    0 < -2 * K + d ^ 2 / U ∧ ET - ES < 0 := by
  have h1 : 2 * K < d ^ 2 / U := (lt_div_iff₀ hU).2 hlow
  have h2 : ET - ES = -2 * K + superexchange U d := (singlet_triplet_splitting hU hK hT hS).1
  have h3 := (superexchange_compare hU (show 0 ≤ 2 * K by linarith) d).2.2 hhigh
  constructor <;> linarith

end

end SingletTripletSplitting
```

```lean
#print axioms SingletTripletSplitting.singlet_reduction
#print axioms SingletTripletSplitting.singlet_triplet_splitting
#print axioms SingletTripletSplitting.perturbative_sign_failure
```

```
'SingletTripletSplitting.singlet_reduction' depends on axioms: [propext, Classical.choice, Quot.sound]
'SingletTripletSplitting.singlet_triplet_splitting' depends on axioms: [propext, Classical.choice, Quot.sound]
'SingletTripletSplitting.perturbative_sign_failure' depends on axioms: [propext, Classical.choice, Quot.sound]
```

## The model and its parameters

Two electrons of opposite spin occupy localized orbitals $a$ and $b$. The four products $ab$, $ba$, $aa$, $bb$, with the spin-up electron written first, are the basis of `pairHamiltonian`. Three real parameters enter:

- $U$ is the extra repulsion when both electrons share an orbital, that is, the Coulomb integral $J_{aa}$ minus $J_{ab}$.
- $K$ is the exchange integral. It couples $ab$ to $ba$ and $aa$ to $bb$.
- $d/2$ is the hopping amplitude. In a one-electron picture the combinations $a+b$ and $a-b$ are then separated by $|d|$, the orbital gap.

Energies are counted from that of one electron in each orbital, including $J_{ab}$, so the first two diagonal entries are zero.

The vector `tripletState` stands for $ab-ba$, or $(ab-ba)/\sqrt2$ when normalised. It is the triplet component with zero spin projection. The vector `singletState v` has amplitude $v_0$ on $ab+ba$ and $v_1$ on $aa+bb$. Both combinations have norm $\sqrt2$, so the matrix that acts on $(v_0,v_1)$ is the same as in the normalised basis $(ab+ba)/\sqrt2$, $(aa+bb)/\sqrt2$.

## What is proved about the splitting

The theorem `singlet_triplet_splitting` takes $U>0$ and $K\ge0$. The first says that double occupation costs energy, the second that the exchange integral is not negative; both are assumed here, not derived from the Coulomb interaction. The theorem `perturbative_sign_failure` assumes both as well, and `singlet_ground`, `superexchange_compare` and `superexchange_bounds` assume $U>0$. The hypothesis `hT` says that $E_T$ (`ET`) is the energy of the triplet vector, and `hS` says that $E_S$ (`ES`) is the least eigenvalue of `singletBlock`, where `levels` admits only eigenvalues with a nonzero eigenvector. The conclusions are

$$E_T-E_S=-2K+\tfrac12\left(\sqrt{U^2+4d^2}-U\right),$$

$$0\le\left(-2K+\frac{d^2}{U}\right)-(E_T-E_S)\le\frac{d^4}{U^3},$$

$$E_T-E_S>0\iff d^2>2K(U+2K).$$

The expression $-2K+d^2/U$ is the Hay–Thibeault–Hoffmann value. A positive splitting means that the singlet is lower, which is antiferromagnetic coupling.

The theorem `perturbative_sign_failure` adds that for $2KU<d^2<2K(U+2K)$ this value is positive while the exact splitting is negative. The window is empty when $K=0$. With $U=1$, $K=0.1$ and $d^2=0.22$, the second-order value is $+0.020$ and the exact one about $-0.014$.

The model has no explicit ligand orbitals, no inequivalent sites and no further electrons. The remaining singlet, $aa-bb$, lies at $U-K$ and does not belong to the block; $E_S$ is the lowest singlet of the whole model only if $K-E_S$ is at least $2K-U$, which holds whenever $2K\le U$.

## From four states to two

Applying the Hamiltonian to $ab-ba$ gives $-K$ times the same vector, because the two hopping contributions to each ionic product cancel. Hence $E_T=-K$. This is `triplet_level`, which reads off one component for the forward direction and checks all four for the converse.

On a symmetric singlet, the $ab$ component of the result is $Kv_0+\tfrac d2v_1+\tfrac d2v_1=Kv_0+dv_1$, and the $aa$ component is $\tfrac d2v_0+\tfrac d2v_0+(U+K)v_1=dv_0+(U+K)v_1$. The other two components repeat these. The action is therefore that of

$$\begin{pmatrix}K&d\\ d&U+K\end{pmatrix},$$

as `singlet_reduction` states. An eigenvector of the block thus gives an eigenvector of the full Hamiltonian with the same energy.

## The lowest singlet level

Write $E=K-x$. The secular equation of the block becomes $x(U+x)=d^2$, and the lowest energy belongs to the largest root,

$$s=\tfrac12\left(\sqrt{U^2+4d^2}-U\right)\ge0,\qquad s^2+Us=d^2.$$

The file calls $s$ `superexchange`, and `superexchange_root` proves these two properties. The proofs of `singlet_ground`, `superexchange_compare` and `superexchange_bounds` use `generalize` to replace this energy by a letter and work from the two properties instead of the square root.

In `singlet_ground`, the vector $(-(U+s),\,d)$ shows that $K-s$ is a level. It is nonzero because $U+s>0$, even at $d=0$. The first row of the eigenvalue equation is

$$-K(U+s)+d^2=-(K-s)(U+s),$$

which holds because $d^2=s(U+s)$. The second is $-d(U+s)+(U+K)d=(K-s)d$.

No level lies lower. If $E<K-s$, then $x=K-E>s$ and

$$x(U+x)-d^2=(x-s)(U+x+s)>0.$$

The eigenvalue equations are $xv_0+dv_1=0$ and $dv_0+(U+x)v_1=0$. Multiplying the first by $U+x$ and subtracting $d$ times the second gives $\left(x(U+x)-d^2\right)v_0=0$, so $v_0=0$. Eliminating $v_0$ instead gives $v_1=0$ in the same way, which contradicts a nonzero eigenvector. The two `linear_combination` lines `e0` and `e1` are these eliminations.

So $E_S=K-s$, and $E_T-E_S=-2K+s$.

## The size of the second-order error

Let $a=d^2/U$ now denote the second-order estimate of $s$. Dividing $s^2+Us=d^2$ by $U$ gives the exact error,

$$a-s=\frac{s^2}{U}\ge0.$$

Hence $s\le a$, and therefore $a-s\le a^2/U=d^4/U^3$. For a bound from the other side, expand

$$s^2=a^2-2a(a-s)+(a-s)^2\ge a^2-2a(a-s)\ge a^2-\frac{2a^3}{U},$$

and divide by $U$:

$$a-s\ge\frac{d^4}{U^3}-\frac{2d^6}{U^5}.$$

For small $d/U$ the coefficient 1 of $d^4/U^3$ is thus the right one. In `superexchange_bounds`, the fact `e` is the exact error, `hup` the upper bound, and `k` with the final `calc` the lower bound.

## The condition for antiferromagnetic coupling

The splitting is positive exactly when $s>2K$. For any $c\ge0$, substituting $d^2=s^2+Us$ gives

$$d^2-c(U+c)=(s-c)(s+c+U).$$

The last factor is positive, so $s-c$ and $d^2-c(U+c)$ have the same sign. This is `key` in `superexchange_compare`, and $c=2K$ gives the criterion. The second-order value instead changes sign at $d^2=2KU$, and the gap between the two thresholds is the window in which it fails.

## Use in a computed exchange coupling

In an electronic-structure calculation, $|d|$ can be estimated from the energy gap of the two singly occupied majority-spin orbitals of the triplet, and $U$ and $K$ from Coulomb and exchange integrals over the localized orbitals. In Hartree–Fock theory this gap leaves out the contribution to the hopping of the repulsion integral $(aa|ab)$, between the density $a^2$ and the product $ab$. Within this two-electron, two-orbital model the closed form then costs no more than the perturbative one. When $|d|\ll U$, the difference $\sqrt{U^2+4d^2}-U$ loses digits in floating-point arithmetic, and code should evaluate the equivalent expression

$$s=\frac{2d^2}{\sqrt{U^2+4d^2}+U}.$$

For a mapping to the Heisenberg Hamiltonian $-2J\,\mathbf S_1\cdot\mathbf S_2$ with two spins ½, the splitting is $E_T-E_S=-2J$; other conventions change the factor or the sign. A broken-symmetry determinant mixes singlet and triplet, so the expectation value of its energy is in general not the singlet energy; spin projection is one way to correct for this.
